# Without its spin-flip terms, L·S on a shell with l ≥ 1 keeps one third of its second moment

An electron in an atomic shell with orbital quantum number $l$ feels a spin-orbit coupling $\xi\,\mathbf L\cdot\mathbf S$, where $\mathbf L$ is its orbital angular momentum, $\mathbf S$ its spin and $\xi$ a radial strength. The coupling mixes spin up with spin down. If only $\xi L_zS_z$ is kept, and nothing else in the Hamiltonian flips the spin, the two spin channels separate and can be diagonalised one at a time. How much of the coupling is left?

One measure is the second moment, the trace of the squared operator, which is the sum of its squared eigenvalues. For a single isolated shell with constant $\xi$, a calculation that drops the spin-flip terms keeps exactly one third of it whenever $l\ge1$. The factor $\xi^2$ cancels in the ratio, so the Lean file sets $\xi=1$, and it also sets $\hbar=1$.

## The angular-momentum matrices

```lean
import Mathlib

open Matrix
open scoped Kronecker

namespace SpinOrbitSecondMoment

noncomputable section
```

An angular momentum with quantum number $j$ has dimension $N=2j+1$. Its basis states are numbered $0,1,\dots,N-1$, and state $k$ has magnetic quantum number $m=j-k$. In Lean, `Fin N` is this set of labels, and `Matrix (Fin N) (Fin N) ℂ` is the type of complex $N\times N$ matrices.

```lean
/-- The ladder amplitude `√(k (N - k))` between the basis states `k` and `k - 1` of an
angular momentum of dimension `N = 2j + 1`, for `k ≤ N`; state `k` has `m = j - k`. -/
def amp (N k : ℕ) : ℂ := ((Real.sqrt ((k : ℝ) * ((N : ℝ) - k)) : ℝ) : ℂ)
```

A `def` introduces a named object. This one is the ladder amplitude $\sqrt{k(N-k)}$ between states $k$ and $k-1$. Substituting $k=j-m$ gives the textbook factor $\sqrt{(j-m)(j+m+1)}$ for raising $m$.

```lean
/-- The matrix of `J_z` in dimension `N = 2j + 1`, with diagonal `j, j - 1, ..., -j`. -/
def Jz (N : ℕ) : Matrix (Fin N) (Fin N) ℂ :=
  Matrix.diagonal fun i => ((N : ℂ) - 1) / 2 - ((i : ℕ) : ℂ)
```

$J_z$ is diagonal, with entry $m_i=(N-1)/2-i$ in row $i$.

```lean
/-- The raising matrix `J₊`, which takes `m` to `m + 1`. -/
def Jplus (N : ℕ) : Matrix (Fin N) (Fin N) ℂ :=
  Matrix.of fun i k => if (i : ℕ) + 1 = (k : ℕ) then amp N k else 0
```

The entry of $J_+$ in row $i$ and column $k$ is the amplitude if $i+1=k$, and zero otherwise. State $k$ is therefore sent to state $k-1$, which has the larger $m$.

```lean
/-- The lowering matrix `J₋`, which takes `m` to `m - 1`. -/
def Jminus (N : ℕ) : Matrix (Fin N) (Fin N) ℂ :=
  Matrix.of fun i k => if (k : ℕ) + 1 = (i : ℕ) then amp N i else 0
```

$J_-$ is the transpose of $J_+$: its nonzero entries have $k+1=i$.

```lean
/-- The matrix `J_x = (J₊ + J₋) / 2`. -/
def Jx (N : ℕ) : Matrix (Fin N) (Fin N) ℂ := (1 / 2 : ℂ) • (Jplus N + Jminus N)
```

This is the usual $J_x=(J_++J_-)/2$.

```lean
/-- The matrix `J_y = (J₊ - J₋) / (2i)`. -/
def Jy (N : ℕ) : Matrix (Fin N) (Fin N) ℂ := (-Complex.I / 2) • (Jplus N - Jminus N)
```

Since $1/(2i)=-i/2$ for the imaginary unit $i$, this is $J_y=(J_+-J_-)/(2i)$.

## The coupling and its spin-flip part

```lean
/-- The coupling `L·S = L_x S_x + L_y S_y + L_z S_z` of angular momenta of dimensions
`N` and `M`. -/
def LdotS (N M : ℕ) : Matrix (Fin N × Fin M) (Fin N × Fin M) ℂ :=
  Jx N ⊗ₖ Jx M + Jy N ⊗ₖ Jy M + Jz N ⊗ₖ Jz M
```

The symbol `⊗ₖ` is the Kronecker product, so `Jx N ⊗ₖ Jx M` is $L_xS_x$ on the product space, whose basis states are pairs of labels. The first factor is the orbital one, of dimension $N$. The second is the spin, whose dimension $M$ is left general for now.

```lean
/-- The spin-flip part `(L₊ S₋ + L₋ S₊) / 2` of the coupling. -/
def spinFlip (N M : ℕ) : Matrix (Fin N × Fin M) (Fin N × Fin M) ℂ :=
  (1 / 2 : ℂ) • (Jplus N ⊗ₖ Jminus M + Jminus N ⊗ₖ Jplus M)
```

The spin-flip part is $F=\tfrac12(L_+S_-+L_-S_+)$. It transfers one unit of angular momentum between orbit and spin.

## Checking that the matrices are the standard ones

```lean
/-- The squared ladder amplitude is `k (N - k)` for `k ≤ N`. -/
theorem amp_sq {N k : ℕ} (h : k ≤ N) : amp N k * amp N k = (k : ℂ) * ((N : ℂ) - k) := by
  have h0 : (0 : ℝ) ≤ (k : ℝ) * ((N : ℝ) - k) :=
    mul_nonneg (Nat.cast_nonneg _) (sub_nonneg.2 (by exact_mod_cast h))
  rw [amp, ← Complex.ofReal_mul, Real.mul_self_sqrt h0]
  simp
```

A `theorem` has its statement before `:=` and its proof after it. This one says that the squared amplitude is $k(N-k)$. The hypothesis `h : k ≤ N` makes the number under the root nonnegative, so squaring undoes the root.

```lean
/-- In dimension two the matrices are one half of the Pauli matrices. -/
theorem spin_half : Jx 2 = (1 / 2 : ℂ) • !![0, 1; 1, 0] ∧
    Jy 2 = (1 / 2 : ℂ) • !![0, -Complex.I; Complex.I, 0] ∧
    Jz 2 = (1 / 2 : ℂ) • !![1, 0; 0, -1] := by
  have h : amp 2 1 = 1 := by norm_num [amp]
  refine ⟨?_, ?_, ?_⟩ <;> ext i k <;> fin_cases i <;> fin_cases k <;>
    norm_num [Jx, Jy, Jz, Jplus, Jminus, h] <;> ring
```

For $N=2$ the three matrices are half the Pauli matrices; `∧` means "and". The only amplitude needed is $\sqrt{1\cdot(2-1)}=1$, and the proof compares the matrices entry by entry.

```lean
/-- Lowering then raising, and raising then lowering, are both diagonal in `m`. -/
theorem ladder_products (N : ℕ) :
    Jplus N * Jminus N = Matrix.diagonal (fun i : Fin N =>
      (((i : ℕ) : ℂ) + 1) * ((N : ℂ) - (((i : ℕ) : ℂ) + 1))) ∧
    Jminus N * Jplus N = Matrix.diagonal (fun i : Fin N =>
      ((i : ℕ) : ℂ) * ((N : ℂ) - ((i : ℕ) : ℂ))) := by
  constructor
  · ext i k
    rw [Matrix.mul_apply, Matrix.diagonal_apply]
    by_cases hi : (i : ℕ) + 1 < N
    · -- only the intermediate state `i + 1` contributes
      rw [Finset.sum_eq_single (⟨(i : ℕ) + 1, hi⟩ : Fin N)]
      · by_cases hk : i = k
        · subst hk
          simpa [Jplus, Jminus] using amp_sq hi.le
        · have h2 : (k : ℕ) ≠ i := fun h => hk (Fin.ext h.symm)
          simp [Jminus, hk, h2]
      · intro j _ hj
        have h2 : (i : ℕ) + 1 ≠ j := fun h => hj (Fin.ext h.symm)
        simp [Jplus, h2]
      · intro h
        exact absurd (Finset.mem_univ _) h
    · have hN : (N : ℂ) = ((i : ℕ) : ℂ) + 1 := by
        have h2 : N = (i : ℕ) + 1 := by have := i.2; omega
        exact_mod_cast h2
      rw [Finset.sum_eq_zero]
      · rw [hN]; simp
      · intro j _
        have h2 : (i : ℕ) + 1 ≠ j := by have := j.2; omega
        simp [Jplus, h2]
  · ext i k
    rw [Matrix.mul_apply, Matrix.diagonal_apply]
    by_cases hi : (i : ℕ) = 0
    · rw [Finset.sum_eq_zero]
      · simp [hi]
      · intro j _
        have h2 : (j : ℕ) + 1 ≠ i := by omega
        simp [Jminus, h2]
    · -- only the intermediate state `i - 1` contributes
      rw [Finset.sum_eq_single (⟨(i : ℕ) - 1, lt_of_le_of_lt (Nat.sub_le _ _) i.2⟩ : Fin N)]
      · have h1 : (i : ℕ) - 1 + 1 = i := by omega
        simp only [Jminus, Jplus, Matrix.of_apply, h1, if_true]
        by_cases hk : i = k
        · subst hk
          simpa using amp_sq i.2.le
        · have h2 : (i : ℕ) ≠ k := fun h => hk (Fin.ext h)
          simp [hk, h2]
      · intro j _ hj
        have h2 : (j : ℕ) + 1 ≠ i := fun h =>
          hj (Fin.ext (by show (j : ℕ) = (i : ℕ) - 1; omega))
        simp [Jminus, h2]
      · intro h
        exact absurd (Finset.mem_univ _) h
```

Both ladder products are diagonal:

$$(J_+J_-)_{ii}=(i+1)(N-i-1),\qquad (J_-J_+)_{ii}=i(N-i).$$

In $J_+J_-$, row $i$ of $J_+$ reaches only the intermediate state $i+1$, and $J_-$ connects that state only to column $i$. What remains is the squared amplitude at $i+1$. For $J_-J_+$ the intermediate state is $i-1$.

`Finset.sum_eq_single` reduces the matrix-product sum to that one state. The ends of the ladder are separate cases: the last state cannot be lowered and state $0$ cannot be raised, so the sum is zero there, as the formulas also give.

```lean
/-- The matrices obey the angular-momentum relations `[J₊, J₋] = 2 J_z` and
`[J_z, J_±] = ± J_±`. -/
theorem commutators (N : ℕ) :
    Jplus N * Jminus N - Jminus N * Jplus N = (2 : ℂ) • Jz N ∧
    Jz N * Jplus N - Jplus N * Jz N = Jplus N ∧
    Jz N * Jminus N - Jminus N * Jz N = -Jminus N := by
  refine ⟨?_, ?_, ?_⟩
  · rw [(ladder_products N).1, (ladder_products N).2]
    ext i k
    simp only [Jz, Matrix.sub_apply, Matrix.smul_apply, Matrix.diagonal_apply, smul_eq_mul]
    split_ifs <;> ring
  · ext i k
    simp only [Jz, Jplus, Matrix.sub_apply, Matrix.diagonal_mul, Matrix.mul_diagonal,
      Matrix.of_apply]
    split_ifs with h
    · have h2 : ((k : ℕ) : ℂ) = ((i : ℕ) : ℂ) + 1 := by exact_mod_cast h.symm
      linear_combination amp N k * h2
    · ring
  · ext i k
    simp only [Jz, Jminus, Matrix.sub_apply, Matrix.neg_apply, Matrix.diagonal_mul,
      Matrix.mul_diagonal, Matrix.of_apply]
    split_ifs with h
    · have h2 : ((i : ℕ) : ℂ) = ((k : ℕ) : ℂ) + 1 := by exact_mod_cast h.symm
      linear_combination (-amp N i) * h2
    · ring
```

These are the angular-momentum commutators. Subtracting the two diagonals gives

$$(i+1)(N-i-1)-i(N-i)=N-1-2i=2m_i,$$

which is $[J_+,J_-]=2J_z$. For the other two relations, the entry of $[J_z,J_\pm]$ in row $i$ and column $k$ is $(m_i-m_k)(J_\pm)_{ik}$. Where $J_+$ is nonzero, $m_i-m_k=1$; where $J_-$ is nonzero, it is $-1$. The `linear_combination` steps insert these index relations.

## Traces for one angular momentum

```lean
/-- In dimension `N`, `Tr J_z² = N(N² - 1)/12` and `Tr J₊J₋ = N(N² - 1)/6`. -/
theorem trace_moments (N : ℕ) :
    (Jz N * Jz N).trace = (N : ℂ) * ((N : ℂ) ^ 2 - 1) / 12 ∧
    (Jplus N * Jminus N).trace = (N : ℂ) * ((N : ℂ) ^ 2 - 1) / 6 := by
  have S : ∀ (a b c : ℂ) (n : ℕ), ∑ i ∈ Finset.range n, (a + b * (i : ℂ) + c * (i : ℂ) ^ 2)
      = a * n + b * (n * (n - 1) / 2) + c * (n * (n - 1) * (2 * n - 1) / 6) := by
    intro a b c n
    induction n with
    | zero => simp
    | succ n ih => rw [Finset.sum_range_succ, ih]; push_cast; ring
  constructor
  · rw [Jz, Matrix.diagonal_mul_diagonal, Matrix.trace_diagonal, Fin.sum_univ_eq_sum_range
      (fun i : ℕ => (((N : ℂ) - 1) / 2 - (i : ℂ)) * (((N : ℂ) - 1) / 2 - (i : ℂ))) N]
    refine Eq.trans (Finset.sum_congr rfl fun i _ => ?_)
      ((S (((N : ℂ) - 1) ^ 2 / 4) (-((N : ℂ) - 1)) 1 N).trans ?_) <;> ring
  · rw [Matrix.trace_mul_comm, (ladder_products N).2, Matrix.trace_diagonal,
      Fin.sum_univ_eq_sum_range (fun i : ℕ => (i : ℂ) * ((N : ℂ) - (i : ℂ))) N]
    refine Eq.trans (Finset.sum_congr rfl fun i _ => ?_) ((S 0 (N : ℂ) (-1) N).trans ?_) <;> ring
```

With $\sum_{i=0}^{N-1} i=N(N-1)/2$ and $\sum_{i=0}^{N-1} i^2=N(N-1)(2N-1)/6$,

$$\mathrm{Tr}\,J_z^2=\sum_{i=0}^{N-1}\Big(\frac{N-1}2-i\Big)^2
=N(N-1)\Big[-\frac{N-1}4+\frac{2N-1}6\Big]=\frac{N(N^2-1)}{12}.$$

Reordering under the trace gives

$$\mathrm{Tr}\,J_+J_-=\mathrm{Tr}\,J_-J_+=\sum_{i=0}^{N-1}i(N-i)=\frac{N^2(N-1)}2-\frac{N(N-1)(2N-1)}6=\frac{N(N^2-1)}6.$$

The auxiliary statement `S` sums a general quadratic polynomial by induction, and both results apply it.

```lean
/-- The products `J_z J_±` and `J_± J_±`, which change `m`, have zero trace. -/
theorem trace_off (N : ℕ) :
    (Jz N * Jplus N).trace = 0 ∧ (Jz N * Jminus N).trace = 0 ∧
    (Jplus N * Jplus N).trace = 0 ∧ (Jminus N * Jminus N).trace = 0 := by
  refine ⟨?_, ?_, ?_, ?_⟩
  · simp [Matrix.trace, Jz, Jplus, Matrix.diagonal_mul]
  · simp [Matrix.trace, Jz, Jminus, Matrix.diagonal_mul]
  all_goals
    simp only [Matrix.trace, Matrix.diag_apply, Matrix.mul_apply, Jplus, Jminus, Matrix.of_apply]
    refine Finset.sum_eq_zero fun i _ => Finset.sum_eq_zero fun j _ => ?_
    split_ifs <;> first | omega | simp
```

Products that change $m$ have zero trace. A diagonal entry of $J_zJ_\pm$ is $m_i(J_\pm)_{ii}=0$. A contribution to $\mathrm{Tr}\,J_+J_+$ would need two labels $i$ and $j$ with $i+1=j$ and $j+1=i$, which is impossible; here $j$ is a state label, as in the proof. The same holds for $J_-J_-$. The tactic `omega` detects the contradiction between the integer conditions.

## Squaring the coupling

```lean
/-- The coupling `L·S` is `L_z S_z` plus the spin-flip part. -/
theorem LdotS_eq (N M : ℕ) : LdotS N M = Jz N ⊗ₖ Jz M + spinFlip N M := by
  ext ⟨i, a⟩ ⟨k, b⟩
  simp only [LdotS, spinFlip, Jx, Jy, Matrix.add_apply, Matrix.sub_apply, Matrix.smul_apply,
    Matrix.kroneckerMap_apply, smul_eq_mul]
  linear_combination ((Jplus N i k - Jminus N i k) * (Jplus M a b - Jminus M a b) / 4)
    * Complex.I_sq
```

This is $\mathbf L\cdot\mathbf S=L_zS_z+F$. By hand,

$$L_xS_x+L_yS_y=\tfrac14(L_++L_-)(S_++S_-)-\tfrac14(L_+-L_-)(S_+-S_-).$$

The terms $L_+S_+$ and $L_-S_-$ cancel, and the mixed terms add up to $F$. The minus sign is the square of the imaginary unit, which the proof supplies as `Complex.I_sq`.

```lean
/-- The second moments of `L·S` and of `L_z S_z` for angular momenta of any dimensions
`N` and `M`. -/
theorem second_moments (N M : ℕ) :
    ((LdotS N M) ^ 2).trace
      = (N : ℂ) * ((N : ℂ) ^ 2 - 1) * ((M : ℂ) * ((M : ℂ) ^ 2 - 1)) / 48 ∧
    ((Jz N ⊗ₖ Jz M) ^ 2).trace
      = (N : ℂ) * ((N : ℂ) ^ 2 - 1) * ((M : ℂ) * ((M : ℂ) ^ 2 - 1)) / 144 := by
  obtain ⟨hz, hp⟩ := trace_moments N
  obtain ⟨kz, kp⟩ := trace_moments M
  obtain ⟨o1, o2, o3, o4⟩ := trace_off N
  have hm := (Matrix.trace_mul_comm (Jminus N) (Jplus N)).trans hp
  have km := (Matrix.trace_mul_comm (Jminus M) (Jplus M)).trans kp
  have o5 := (Matrix.trace_mul_comm (Jplus N) (Jz N)).trans o1
  have o6 := (Matrix.trace_mul_comm (Jminus N) (Jz N)).trans o2
  constructor
  · -- the trace factorises, and only terms that conserve `m` survive
    rw [LdotS_eq, spinFlip, pow_two]
    simp only [Matrix.add_mul, Matrix.mul_add, Matrix.smul_mul, Matrix.mul_smul, smul_add,
      ← Matrix.mul_kronecker_mul, Matrix.trace_add, Matrix.trace_smul, Matrix.trace_kronecker,
      smul_eq_mul, hz, hp, hm, kz, kp, km, o1, o2, o3, o4, o5, o6]
    ring
  · rw [pow_two, ← Matrix.mul_kronecker_mul, Matrix.trace_kronecker, hz, kz]
    ring
```

Write $T_N=N(N^2-1)$. The trace of a Kronecker product is the product of the traces, so

$$\mathrm{Tr}(L_zS_z)^2=\frac{T_N}{12}\cdot\frac{T_M}{12}=\frac{T_NT_M}{144}.$$

For the full coupling,

$$\mathrm{Tr}(\mathbf L\cdot\mathbf S)^2=\mathrm{Tr}(L_zS_z)^2+2\,\mathrm{Tr}(L_zS_zF)+\mathrm{Tr}F^2.$$

The cross term vanishes because it contains only traces such as $\mathrm{Tr}(L_zL_+)$. In $F^2$ the terms with $L_+^2$ and $L_-^2$ vanish too, leaving two equal ones:

$$\mathrm{Tr}F^2=\tfrac14\big[\mathrm{Tr}(L_+L_-)\,\mathrm{Tr}(S_-S_+)+\mathrm{Tr}(L_-L_+)\,\mathrm{Tr}(S_+S_-)\big]=\frac12\cdot\frac{T_N}6\cdot\frac{T_M}6=\frac{T_NT_M}{72}.$$

The sum is $T_NT_M/48$. In Lean, the `obtain` and `have` lines collect the single-factor traces, `simp only` expands the square and inserts them, and `ring` does the final arithmetic.

```lean
/-- For angular momenta of dimensions at least two, `L_z S_z` carries exactly one third of the
second moment of `L·S`. -/
theorem retained_third {N M : ℕ} (hN : 2 ≤ N) (hM : 2 ≤ M) :
    ((Jz N ⊗ₖ Jz M) ^ 2).trace / ((LdotS N M) ^ 2).trace = 1 / 3 := by
  have ne : ∀ K : ℕ, 2 ≤ K → (K : ℂ) * ((K : ℂ) ^ 2 - 1) ≠ 0 := by
    intro K hK
    obtain ⟨n, rfl⟩ := Nat.exists_eq_add_of_le hK
    have h : ((2 + n : ℕ) : ℂ) * (((2 + n : ℕ) : ℂ) ^ 2 - 1)
        = (((2 + n) * (1 + n) * (3 + n) : ℕ) : ℂ) := by push_cast; ring
    rw [h]
    exact Nat.cast_ne_zero.2 (by positivity)
  rw [(second_moments N M).1, (second_moments N M).2,
    div_eq_iff (div_ne_zero (mul_ne_zero (ne N hN) (ne M hM)) (by norm_num))]
  ring
```

The ratio is $(1/144)/(1/48)=1/3$, provided that the denominator is not zero. The hypotheses `hN` and `hM` ensure this, since $T_K=(K-1)K(K+1)$ is positive for $K\ge2$; the inner statement `ne` proves it. If either dimension is below two, both moments vanish and there is no fraction to speak of.

## The electron shell

```lean
/-- For an electron shell with `l ≥ 1`, `Tr (L·S)² = l(l+1)(2l+1)/2` and
`Tr (L_z S_z)² = l(l+1)(2l+1)/6`; dropping the spin-flip part retains exactly one third of the
second moment. -/
theorem shell_second_moment (l : ℕ) (hl : 1 ≤ l) :
    ((LdotS (2 * l + 1) 2) ^ 2).trace = (l : ℂ) * (l + 1) * (2 * l + 1) / 2 ∧
    ((Jz (2 * l + 1) ⊗ₖ Jz 2) ^ 2).trace = (l : ℂ) * (l + 1) * (2 * l + 1) / 6 ∧
    ((LdotS (2 * l + 1) 2 - spinFlip (2 * l + 1) 2) ^ 2).trace
      / ((LdotS (2 * l + 1) 2) ^ 2).trace = 1 / 3 := by
  refine ⟨?_, ?_, ?_⟩
  · rw [(second_moments _ _).1]; push_cast; ring
  · rw [(second_moments _ _).2]; push_cast; ring
  · have h : LdotS (2 * l + 1) 2 - spinFlip (2 * l + 1) 2 = Jz (2 * l + 1) ⊗ₖ Jz 2 := by
      rw [LdotS_eq, add_sub_cancel_right]
    rw [h]
    exact retained_third (by omega) le_rfl

end

end SpinOrbitSecondMoment
```

Here $N=2l+1$ and $M=2$, with $l$ a natural number and `hl` the condition $l\ge1$. Then $T_{2l+1}=4l(l+1)(2l+1)$ and $T_2=6$, which gives

$$\mathrm{Tr}(\mathbf L\cdot\mathbf S)^2=\frac{l(l+1)(2l+1)}2,\qquad
\mathrm{Tr}(L_zS_z)^2=\frac{l(l+1)(2l+1)}6.$$

The third statement expresses the approximation itself: subtract `spinFlip` from `LdotS`, square, take the trace, and divide by the full second moment. By `LdotS_eq` the difference is $L_zS_z$, and `retained_third` gives $1/3$. Only this third statement needs $l\ge1$.

For a $p$ shell the two moments are $3$ and $1$. The first agrees with the familiar levels of $\mathbf L\cdot\mathbf S$, namely $\tfrac12$ four times and $-1$ twice.

The theorem concerns the coupling matrix of one shell. Crystal fields, exchange splitting and hybridisation with other shells do not enter, and a second moment does not fix the individual levels or the size of the error in any other quantity.

```lean
#print axioms SpinOrbitSecondMoment.spin_half
-- 'SpinOrbitSecondMoment.spin_half' depends on axioms: [propext, Classical.choice, Quot.sound]
#print axioms SpinOrbitSecondMoment.commutators
-- 'SpinOrbitSecondMoment.commutators' depends on axioms: [propext, Classical.choice, Quot.sound]
#print axioms SpinOrbitSecondMoment.shell_second_moment
-- 'SpinOrbitSecondMoment.shell_second_moment' depends on axioms: [propext, Classical.choice, Quot.sound]
```
